# On a ring of four or more grid points, a potential F(ρ, Dρ) with F differentiable and Dρ the central difference derives from an energy exactly when F ignores Dρ

## Densities, gradients and potentials on a ring

A model potential in density-functional theory is a formula for the potential \(v\) in terms of the density \(\rho\), written down without first choosing an energy \(E[\rho]\). It has a parent energy if \(v=\delta E/\delta\rho\) for some \(E\). The question here is whether a potential built from the local density and its gradient can have one.

The setting is a one-dimensional ring of \(N\) grid points with spacing \(h>0\). Site labels are integers modulo \(N\), so site \(-1\) is the last site.

```lean
import Mathlib

open Filter Topology

namespace ModelPotential

noncomputable section
```

A density assigns a real number \(\rho_i\) to each site, with no condition of positivity or normalisation. The type `Density N` also serves for potentials, which are likewise one real number per site.

```lean
/-- A real density on the periodic grid with `N` sites. -/
abbrev Density (N : ℕ) := ZMod N → ℝ
```

The gradient is the central difference
\[
(D\rho)_i=\frac{\rho_{i+1}-\rho_{i-1}}{2h}.
\]

```lean
variable {N : ℕ} [NeZero N] {h : ℝ}

/-- The central difference `(ρ (i+1) - ρ (i-1)) / (2h)` on the periodic grid, for spacing
`h ≠ 0`. -/
def centralDiff (h : ℝ) (ρ : Density N) (i : ZMod N) : ℝ :=
  (ρ (i + 1) - ρ (i - 1)) / (2 * h)
```

A function \(F(x,y)\) of two real variables defines the model potential \(v_i=F(\rho_i,(D\rho)_i)\). The first slot takes the density, the second its gradient.

```lean
/-- The model potential `v i = F (ρ i, (D ρ) i)`, for spacing `h ≠ 0`. -/
def modelPotential (h : ℝ) (F : ℝ × ℝ → ℝ) (ρ : Density N) (i : ZMod N) : ℝ :=
  F (ρ i, centralDiff h ρ i)
```

An energy \(E\) has functional derivative \(v\) at \(\rho\) when
\[
dE=\sum_i h\,v_i\,d\rho_i,\qquad\text{that is,}\qquad v_i=\frac1h\frac{\partial E}{\partial\rho_i}.
\]
The factor \(h\) is the volume element of the grid. All variations \(d\rho\) are allowed, including those that change the particle number \(\sum_i h\rho_i\).

```lean
/-- The energy `E` is differentiable at `ρ` with differential `dE = ∑ i, h * v i * dρ i`; for
`h ≠ 0` this says that `v` is the functional derivative of `E` at `ρ`. -/
def IsFunctionalDerivAt (h : ℝ) (E : Density N → ℝ) (ρ v : Density N) : Prop :=
  HasFDerivAt E (∑ i, (h * v i) •
    (ContinuousLinearMap.proj i : Density N →L[ℝ] ℝ)) ρ
```

The van Leeuwen–Baerends potential, whose correction term depends on the density and its gradient, is a three-dimensional relative of this model. In Kohn–Sham calculations such a potential supplies orbitals without an energy of its own; the theorems below establish the absence of a parent energy for gradient-dependent potentials on a one-dimensional ring of at least four grid points with central differences. The passage from there to the three-dimensional continuum is the step that the hypotheses leave open.

## Reading the local data at a site

The pair \((\rho_i,(D\rho)_i)\) depends linearly on \(\rho\). Writing it as a linear map \(L_i\), called `siteData h i`, prepares the chain rule.

```lean
/-- The linear map that reads off the density and its central difference at site `i`, for
spacing `h ≠ 0`. -/
def siteData (h : ℝ) (i : ZMod N) : Density N →L[ℝ] ℝ × ℝ :=
  (ContinuousLinearMap.proj i : Density N →L[ℝ] ℝ).prod
    ((2 * h)⁻¹ • ((ContinuousLinearMap.proj (i + 1) : Density N →L[ℝ] ℝ) -
      (ContinuousLinearMap.proj (i - 1) : Density N →L[ℝ] ℝ)))
```

The map returns the stated pair:
\[
L_i\rho=(\rho_i,(D\rho)_i).
\]

```lean
omit [NeZero N] in
private lemma siteData_apply (i : ZMod N) (ρ : Density N) :
    siteData h i ρ = (ρ i, centralDiff h ρ i) := by
  refine Prod.ext rfl ?_
  change (2 * h)⁻¹ * (ρ (i + 1) - ρ (i - 1)) = (ρ (i + 1) - ρ (i - 1)) / (2 * h)
  ring
```

Neighbouring sites must also be known to be distinct. An integer \(k\) with \(0<k<N\) is not a multiple of \(N\), so it is nonzero modulo \(N\).

```lean
omit [NeZero N] in
private lemma cast_ne {k : ℕ} (h0 : 0 < k) (hk : k < N) : (k : ZMod N) ≠ 0 := fun e =>
  Nat.not_dvd_of_pos_of_lt h0 hk ((CharP.cast_eq_zero_iff (ZMod N) N k).1 e)
```

## A parent energy makes the response symmetric

Let \(K_{ij}=\partial v_i/\partial\rho_j\) be the linear response of the potential. If \(v\) is the functional derivative of \(E\) throughout a neighbourhood of \(\rho\), then
\[
h\,K_{ij}=\frac{\partial^2E}{\partial\rho_j\,\partial\rho_i}=\frac{\partial^2E}{\partial\rho_i\,\partial\rho_j}=h\,K_{ji},
\]
and division by \(h\) gives \(K_{ij}=K_{ji}\).

In Lean, \(K_{ij}\) is `K (Pi.single j 1) i`: a unit density change at \(j\), read off at \(i\). The map `Φ` turns a potential \(w\) into the differential \(\sum_k h\,w_k\,d\rho_k\), so the second derivative of \(E\) is `Φ.comp K`. Mathlib's symmetry theorem for second derivatives then applies; it needs \(v\) to be differentiable only at \(\rho\) itself.

```lean
/-- For spacing `h > 0`, if a potential is the functional derivative of an energy near `ρ` and has
linear response `K` at `ρ`, then site `i` responds to a density change at `j` as `j` responds to one
at `i`. -/
theorem response_symmetric (hh : 0 < h) {E : Density N → ℝ} {v : Density N → Density N}
    {ρ : Density N} {K : Density N →L[ℝ] Density N}
    (hE : ∀ᶠ σ in 𝓝 ρ, IsFunctionalDerivAt h E σ (v σ)) (hv : HasFDerivAt v K ρ)
    (i j : ZMod N) : K (Pi.single j 1) i = K (Pi.single i 1) j := by
  -- the differential of the energy depends linearly on the potential
  let Φ : Density N →L[ℝ] (Density N →L[ℝ] ℝ) :=
    ∑ k, (h • (ContinuousLinearMap.proj k : Density N →L[ℝ] ℝ)).smulRight
      (ContinuousLinearMap.proj k : Density N →L[ℝ] ℝ)
  have hΦ : ∀ w : Density N, Φ w = ∑ k, (h * w k) •
      (ContinuousLinearMap.proj k : Density N →L[ℝ] ℝ) := by
    intro w
    simp [Φ, sum_apply]
  have hs : ∀ (w : Density N) (k : ZMod N), Φ w (Pi.single k 1) = h * w k := by
    intro w k
    rw [hΦ]
    simp [sum_apply, Pi.single_apply]
  have hE' : ∀ᶠ σ in 𝓝 ρ, HasFDerivAt E (Φ (v σ)) σ := by
    filter_upwards [hE] with σ hσ
    rw [hΦ]
    exact hσ
  have hx : HasFDerivAt (fun σ => Φ (v σ)) (Φ.comp K) ρ := Φ.hasFDerivAt.comp ρ hv
  -- mixed second derivatives of the energy agree
  have key := second_derivative_symmetric_of_eventually hE' hx
    (Pi.single j 1) (Pi.single i 1)
  change Φ (K (Pi.single j 1)) (Pi.single i 1) = Φ (K (Pi.single i 1)) (Pi.single j 1) at key
  rw [hs, hs] at key
  exact mul_left_cancel₀ hh.ne' key
```

## The response of the model potential

Write \(F_x,F_y\) for the partial derivatives of \(F\), and \(F_y(i)\) for \(F_y\) at the data of site \(i\). The chain rule gives
\[
\delta v_i=F_x(i)\,\delta\rho_i+F_y(i)\,\frac{\delta\rho_{i+1}-\delta\rho_{i-1}}{2h}.
\]
The proof composes the differential of \(F\) with \(L_i\), site by site.

```lean
/-- Chain rule: where `F` is differentiable at the local data of every site, the response of the
model potential at site `i` is the differential of `F` applied to the change of the data at `i`. -/
theorem modelPotential_hasFDerivAt {F : ℝ × ℝ → ℝ} {ρ : Density N}
    (hF : ∀ i, DifferentiableAt ℝ F (ρ i, centralDiff h ρ i)) :
    HasFDerivAt (modelPotential h F) (ContinuousLinearMap.pi fun i =>
      (fderiv ℝ F (ρ i, centralDiff h ρ i)).comp (siteData h i)) ρ := by
  refine hasFDerivAt_pi.2 fun i => ?_
  have h1 : HasFDerivAt F (fderiv ℝ F (ρ i, centralDiff h ρ i)) (siteData h i ρ) := by
    rw [siteData_apply]
    exact (hF i).hasFDerivAt
  refine (h1.comp ρ (siteData h i).hasFDerivAt).congr_of_eventuallyEq
    (Eventually.of_forall fun σ => ?_)
  change modelPotential h F σ i = F (siteData h i σ)
  simp only [modelPotential, siteData_apply]
```

## Neighbouring slopes have opposite signs

The site \(i+1\) enters \(v_i\) with a plus sign, while the site \(i\) enters \(v_{i+1}\) with a minus sign:
\[
K_{i,i+1}=\frac{F_y(i)}{2h},\qquad K_{i+1,i}=-\frac{F_y(i+1)}{2h}.
\]
Symmetry of the response therefore requires
\[
F_y(i)=-F_y(i+1).
\]
In the code \(F_y\) is `fderiv ℝ F` applied to the direction `(0, 1)`. The steps `a` and `b` compute the change of the data at each site when its neighbour is varied, and `key` is the symmetry relation.

```lean
/-- On at least four sites with spacing `h > 0`, if the model potential is a functional derivative
near `ρ` and `F` is differentiable at the local data, then `∂F/∂y` takes opposite values at
neighbouring sites. -/
theorem slope_neighbour (hN : 4 ≤ N) (hh : 0 < h) {F : ℝ × ℝ → ℝ} {E : Density N → ℝ}
    {ρ : Density N} (hF : ∀ i, DifferentiableAt ℝ F (ρ i, centralDiff h ρ i))
    (hE : ∀ᶠ σ in 𝓝 ρ, IsFunctionalDerivAt h E σ (modelPotential h F σ)) (i : ZMod N) :
    fderiv ℝ F (ρ i, centralDiff h ρ i) (0, 1) =
      -fderiv ℝ F (ρ (i + 1), centralDiff h ρ (i + 1)) (0, 1) := by
  have h1 : (1 : ZMod N) ≠ 0 := by exact_mod_cast cast_ne (N := N) one_pos (by omega)
  have h2 : (2 : ZMod N) ≠ 0 := by exact_mod_cast cast_ne (N := N) two_pos (by omega)
  have n1 : i ≠ i + 1 := fun e => h1 (by linear_combination -e)
  have n2 : i - 1 ≠ i + 1 := fun e => h2 (by linear_combination -e)
  have n3 : i + 1 + 1 ≠ i := fun e => h2 (by linear_combination e)
  have a : siteData h i (Pi.single (i + 1) 1) = (2 * h)⁻¹ • ((0 : ℝ), (1 : ℝ)) := by
    rw [siteData_apply, centralDiff, Pi.single_eq_same, Pi.single_apply, if_neg n1,
      Pi.single_apply, if_neg n2]
    refine Prod.ext (by simp) ?_
    change (1 - 0) / (2 * h) = (2 * h)⁻¹ * 1
    ring
  have b : siteData h (i + 1) (Pi.single i 1) = (-(2 * h)⁻¹) • ((0 : ℝ), (1 : ℝ)) := by
    rw [siteData_apply, centralDiff, add_sub_cancel_right, Pi.single_eq_same,
      Pi.single_apply, if_neg n1.symm, Pi.single_apply, if_neg n3]
    refine Prod.ext (by simp) ?_
    change (0 - 1) / (2 * h) = -(2 * h)⁻¹ * 1
    ring
  have key := response_symmetric hh hE (modelPotential_hasFDerivAt hF) i (i + 1)
  change fderiv ℝ F (ρ i, centralDiff h ρ i) (siteData h i (Pi.single (i + 1) 1)) =
    fderiv ℝ F (ρ (i + 1), centralDiff h ρ (i + 1))
      (siteData h (i + 1) (Pi.single i 1)) at key
  rw [a, b, map_smul, map_smul, smul_eq_mul, smul_eq_mul] at key
  have hc : (2 * h)⁻¹ ≠ 0 := by positivity
  exact mul_left_cancel₀ hc (by linear_combination key)
```

In a calculation, a violation shows up when an energy difference is obtained by integrating the potential along a path of densities. Raise \(\rho_0\) by \(\varepsilon\) and then \(\rho_1\) by \(\varepsilon\), or do the same in the opposite order. The end density is the same, but the first result minus the second is, to leading order,
\[
h\varepsilon^2(K_{10}-K_{01})=-\frac{\varepsilon^2}{2}\bigl[F_y(0)+F_y(1)\bigr].
\]
For \(F(x,y)=cy\), with \(c\) a constant, the difference is exactly \(-c\varepsilon^2\).

## Two neighbours can be given any data

To prescribe \((x_1,y_1)\) at site 0 and \((x_2,y_2)\) at site 1, set
\[
\rho_0=x_1,\quad \rho_1=x_2,\quad \rho_{-1}=x_2-2hy_1,\quad \rho_2=x_1+2hy_2.
\]
Then \((D\rho)_0=(x_2-\rho_{-1})/(2h)=y_1\) and \((D\rho)_1=(\rho_2-x_1)/(2h)=y_2\). Any remaining sites receive the value of \(\rho_{-1}\), so the whole density is positive when these four values are.

```lean
omit [NeZero N] in
/-- On at least four sites with spacing `h > 0`, the density and its central difference can be
prescribed freely at sites `0` and `1`, by a positive density if the four values this fixes are
positive. -/
theorem exists_density (hN : 4 ≤ N) (hh : 0 < h) (x₁ y₁ x₂ y₂ : ℝ) :
    ∃ ρ : Density N, ρ 0 = x₁ ∧ centralDiff h ρ 0 = y₁ ∧ ρ 1 = x₂ ∧ centralDiff h ρ 1 = y₂ ∧
      (0 < x₁ → 0 < x₂ → 0 < x₂ - 2 * h * y₁ → 0 < x₁ + 2 * h * y₂ → ∀ j, 0 < ρ j) := by
  have h1 : (1 : ZMod N) ≠ 0 := by exact_mod_cast cast_ne (N := N) one_pos (by omega)
  have h2 : (2 : ZMod N) ≠ 0 := by exact_mod_cast cast_ne (N := N) two_pos (by omega)
  have h3 : (3 : ZMod N) ≠ 0 := by exact_mod_cast cast_ne (N := N) three_pos (by omega)
  have h21 : (2 : ZMod N) ≠ 1 := fun e => h1 (by linear_combination e)
  have m0 : (-1 : ZMod N) ≠ 0 := fun e => h1 (by linear_combination -e)
  have m1 : (-1 : ZMod N) ≠ 1 := fun e => h2 (by linear_combination -e)
  have m2 : (-1 : ZMod N) ≠ 2 := fun e => h3 (by linear_combination -e)
  let ρ : Density N := fun j => if j = 0 then x₁ else if j = 1 then x₂ else
    if j = 2 then x₁ + 2 * h * y₂ else x₂ - 2 * h * y₁
  have r0 : ρ 0 = x₁ := by simp [ρ]
  have r1 : ρ 1 = x₂ := by simp [ρ, h1]
  have r2 : ρ 2 = x₁ + 2 * h * y₂ := by simp [ρ, h2, h21]
  have rm : ρ (-1) = x₂ - 2 * h * y₁ := by simp only [ρ, if_neg m0, if_neg m1, if_neg m2]
  refine ⟨ρ, r0, ?_, r1, ?_, ?_⟩
  · rw [centralDiff, zero_add, zero_sub, r1, rm, div_eq_iff (by positivity)]
    ring
  · rw [centralDiff, one_add_one_eq_two, sub_self, r2, r0, div_eq_iff (by positivity)]
    ring
  · intro p1 p2 p3 p4 j
    dsimp only [ρ]
    split_ifs <;> assumption
```

At \(N=4\), the smallest size allowed, the four assignments fill the ring exactly. At \(N=3\) sites \(-1\) and \(2\) coincide and the data are no longer free, although there the sign rule, followed once around the ring, already gives \(F_y(0)=-F_y(0)\). At \(N=2\) the central difference vanishes identically, so \(F\) may depend on \(y\) without any effect on the potential, and the equivalence fails. These comments on two and three sites are informal additions to the theorems.

## From zero slope to no gradient dependence

If \(F_y(x,y)=0\) for every \(y\) at a fixed \(x\), the function \(y\mapsto F(x,y)\) has zero derivative on the whole line and is constant.

```lean
private lemma const_of_slope_zero {F : ℝ × ℝ → ℝ} {x : ℝ}
    (hd : ∀ y, DifferentiableAt ℝ F (x, y)) (h0 : ∀ y, fderiv ℝ F (x, y) (0, 1) = 0)
    (y y' : ℝ) : F (x, y) = F (x, y') := by
  have hder : ∀ t, HasDerivAt (fun s => F (x, s)) 0 t := by
    intro t
    have c : HasDerivAt (fun s : ℝ => (x, s)) ((0 : ℝ), (1 : ℝ)) t :=
      (hasDerivAt_const t x).prodMk (hasDerivAt_id' t)
    have := (hd t).hasFDerivAt.comp_hasDerivAt t c
    rw [h0] at this
    exact this
  exact is_const_of_deriv_eq_zero (fun t => (hder t).differentiableAt)
    (fun t => (hder t).deriv) y y'
```

## A local potential has a parent energy

For a continuous function \(g\), take
\[
E[\rho]=\sum_i h\int_0^{\rho_i}g(t)\,dt.
\]
The fundamental theorem of calculus gives \(dE=\sum_i h\,g(\rho_i)\,d\rho_i\), so \(v_i=g(\rho_i)\). This is the grid form of a local-density functional.

```lean
/-- A continuous local potential `g (ρ i)` is the functional derivative of the local energy
`∑ i, h * ∫ g` with the integral taken from `0` to `ρ i`, for spacing `h ≠ 0`. -/
theorem local_energy {g : ℝ → ℝ} (hg : Continuous g) (ρ : Density N) :
    IsFunctionalDerivAt h (fun σ => ∑ i, h * ∫ t in (0 : ℝ)..σ i, g t) ρ
      (fun i => g (ρ i)) := by
  refine HasFDerivAt.fun_sum fun i _ => ?_
  have hd : HasDerivAt (fun u => h * ∫ t in (0 : ℝ)..u, g t) (h * g (ρ i)) (ρ i) :=
    (hg.integral_hasStrictDerivAt 0 (ρ i)).hasDerivAt.const_mul h
  have hp : HasFDerivAt (fun σ : Density N => σ i)
      (ContinuousLinearMap.proj i : Density N →L[ℝ] ℝ) ρ := hasFDerivAt_apply i ρ
  have hc := HasDerivAt.comp_hasFDerivAt ρ hd hp
  exact hc
```

## The equivalence at all real densities

Suppose that one energy \(E\) has the model potential as its functional derivative at every real density. Give sites 0 and 1 the same data \((x,y)\). The sign rule becomes
\[
F_y(x,y)=-F_y(x,y),
\]
so \(F_y=0\) everywhere and \(F\) does not depend on \(y\). Conversely, if \(F\) does not depend on \(y\), the local energy with \(g(x)=F(x,0)\) has the required derivative. Differentiability of \(F\) suffices; its derivative need not be continuous.

```lean
/-- On at least four sites with spacing `h > 0` and for differentiable `F`, the model potential
`F (ρ i, (D ρ) i)` is the functional derivative of some energy at all real densities if and only
if `F` does not depend on its gradient argument. -/
theorem has_energy_iff (hN : 4 ≤ N) (hh : 0 < h) {F : ℝ × ℝ → ℝ} (hF : Differentiable ℝ F) :
    (∃ E : Density N → ℝ, ∀ ρ, IsFunctionalDerivAt h E ρ (modelPotential h F ρ)) ↔
      ∀ x y y', F (x, y) = F (x, y') := by
  constructor
  · rintro ⟨E, hE⟩ x
    refine const_of_slope_zero (fun y => hF _) fun y => ?_
    -- give two neighbouring sites the same density and the same gradient
    obtain ⟨ρ, r0, d0, r1, d1, -⟩ := exists_density hN hh x y x y
    have key := slope_neighbour (ρ := ρ) hN hh (fun i => hF _)
      (Eventually.of_forall hE) (0 : ZMod N)
    rw [zero_add, r0, d0, r1, d1] at key
    linarith
  · intro hy
    have hg : Continuous fun x : ℝ => F (x, 0) :=
      hF.continuous.comp (continuous_id.prodMk continuous_const)
    refine ⟨fun σ => ∑ i, h * ∫ t in (0 : ℝ)..σ i, F (t, 0), fun ρ => ?_⟩
    have e : modelPotential h F ρ = fun i => F (ρ i, 0) := funext fun i => hy _ _ _
    rw [e]
    exact local_energy hg ρ
```

A gradient-dependent energy is not excluded by this. The grid energy \(\sum_i h\,f(\rho_i,(D\rho)_i)\), with \(f\) smooth, has the potential \(f_x(i)-(Df_y)_i\), which in general also involves the densities at \(i\pm2\) and so need not have the form \(F(\rho_i,(D\rho)_i)\).

## Strictly positive densities

Physical densities are not negative, and many model potentials are not differentiable at zero density. Now let \(F\) be differentiable only for \(x>0\), and let \(E\) have the model potential as its derivative only at strictly positive densities.

Equal data \((x,s)\) at both sites would need \(x\pm2hs>0\), which fails for steep gradients. Instead, give site 0 the data \((x,s)\) and site 1 the data \((b,0)\) with \(b=2h|s|+1\). The four values are
\[
\rho_0=x,\quad\rho_1=b,\quad\rho_{-1}=b-2hs\ge1,\quad\rho_2=x,
\]
all positive, and the sign rule gives \(F_y(x,s)=-F_y(b,0)\). A uniform density \(b\) gives \(F_y(b,0)=-F_y(b,0)\), so both slopes vanish.

In the proof, `step` is the comparison with a neighbour of zero gradient, used once for each of these densities; `near` records that densities close to a positive one are positive. The theorem states this direction only: a parent energy forces \(F(x,y)=F(x,y')\) for every \(x>0\).

```lean
/-- On at least four sites with `h > 0` and for `F` differentiable at positive density, a model
potential that is a functional derivative at all strictly positive densities does not depend on
the gradient argument at any positive density. -/
theorem gradient_free_of_positive (hN : 4 ≤ N) (hh : 0 < h) {F : ℝ × ℝ → ℝ}
    (hF : ∀ x, 0 < x → ∀ y, DifferentiableAt ℝ F (x, y)) {E : Density N → ℝ}
    (hE : ∀ ρ : Density N, (∀ i, 0 < ρ i) →
      IsFunctionalDerivAt h E ρ (modelPotential h F ρ))
    {x : ℝ} (hx : 0 < x) (y y' : ℝ) : F (x, y) = F (x, y') := by
  -- compare the data `(a, s)` with a neighbour of density `b` and zero gradient
  have step : ∀ a s b : ℝ, 0 < a → 0 < b → 0 < b - 2 * h * s →
      fderiv ℝ F (a, s) (0, 1) = -fderiv ℝ F (b, 0) (0, 1) := by
    intro a s b ha hb hs
    obtain ⟨ρ, r0, d0, r1, d1, hp⟩ := exists_density hN hh a s b 0
    have pos := hp ha hb hs (by simpa using ha)
    have near : ∀ᶠ σ in 𝓝 ρ, ∀ i, 0 < σ i := eventually_all.2 fun i =>
      (continuous_apply i).continuousAt.eventually (lt_mem_nhds (pos i))
    have key := slope_neighbour hN hh (fun i => hF _ (pos i) _)
      (near.mono fun σ hσ => hE σ hσ) (0 : ZMod N)
    rw [zero_add, r0, d0, r1, d1] at key
    exact key
  refine const_of_slope_zero (hF x hx) (fun s => ?_) y y'
  have hb : 0 < 2 * h * |s| + 1 := by positivity
  have hs : 2 * h * s ≤ 2 * h * |s| :=
    mul_le_mul_of_nonneg_left (le_abs_self s) (by positivity)
  have k1 := step x s _ hx hb (by linarith)
  have k2 := step _ 0 _ hb hb (by simpa using hb)
  linarith

end

end ModelPotential
```

```lean
#print axioms ModelPotential.has_energy_iff
#print axioms ModelPotential.gradient_free_of_positive
```

```
'ModelPotential.has_energy_iff' depends on axioms: [propext, Classical.choice, Quot.sound]
'ModelPotential.gradient_free_of_positive' depends on axioms: [propext, Classical.choice, Quot.sound]
```
